# Pauli strings are eigenvectors of every Pauli channel, and their eigenvalues determine its weights

A: Let Pauli errors P(u) act on n qubits with real weights p(u), so that an operator M becomes ∑_u p(u) P(u) M P(u)†. Then every Pauli string P(v) is only rescaled, by a factor l(v), and the factors give back the weights:

l(v) = ∑_u p(u) (-1)^w(u,v)

p(u) = 4^(-n) ∑_v l(v) (-1)^w(u,v)

Here u and v label strings, and w(u,v) is even when P(u) and P(v) commute and odd when they anticommute.

Q: Derive it by hand before you show me any code.

A: Label a one-qubit Pauli matrix σ_a by bits a = (x,z), so that σ_a is X^x Z^z up to a phase. Since ZX = -XZ, moving σ_a past σ_b with b = (x',z') costs the sign (-1)^s(a,b), where s(a,b) = xz' + zx'. As σ_a σ_a† = 1,

σ_a σ_b σ_a† = (-1)^s(a,b) σ_b.

Tensor products multiply qubit by qubit. With w(u,v) = ∑_k s(u_k,v_k), the signs combine to

P(u) P(v) P(u)† = (-1)^w(u,v) P(v).

Weighting by p(u) and summing gives l(v) P(v). Also P(v) P(v)† = 1, so P(v) ≠ 0 and it is a true eigenvector.

For the inverse, insert the definition of l:

∑_v l(v) (-1)^w(u,v) = ∑_u' p(u') ∑_v (-1)^(w(u',v) + w(u,v)).

The inner sum is a product over qubits. If u' and u have bits (x',z') and (x,z) at one qubit, its factor is

(1 + (-1)^(x+x')) (1 + (-1)^(z+z')),

which is 4 if the labels agree and 0 otherwise. The inner sum is therefore 4^n for u' = u and 0 for u' ≠ u. Dividing by 4^n leaves p(u).

Q: Are the matrices in Lean the real ones, or abstract symbols with signs attached?

A: They are explicit complex matrices. Both bits set means the Hermitian Y, not the product XZ.

```lean
import Mathlib

open Matrix

namespace PauliChannel

noncomputable section

variable {n : ℕ}

/-- The one-qubit Pauli matrices, labelled by an X bit and a Z bit:
`1`, `X`, `Y` (both bits set) and `Z`. -/
def pauli : Bool × Bool → Matrix (Fin 2) (Fin 2) ℂ
  | (false, false) => 1
  | (true, false) => !![0, 1; 1, 0]
  | (true, true) => !![0, -Complex.I; Complex.I, 0]
  | (false, true) => !![1, 0; 0, -1]
```

A: A string is the usual tensor product, with rows and columns indexed by bit strings.

```lean
/-- The tensor product of `n` one-qubit operators, as a matrix indexed by bit strings. -/
def tensor (A : Fin n → Matrix (Fin 2) (Fin 2) ℂ) :
    Matrix (Fin n → Fin 2) (Fin n → Fin 2) ℂ :=
  Matrix.of fun i j => ∏ k, A k (i k) (j k)

/-- The `n`-qubit Pauli string `P(u)`. -/
def pauliString (u : Fin n → Bool × Bool) : Matrix (Fin n → Fin 2) (Fin n → Fin 2) ℂ :=
  tensor fun k => pauli (u k)
```

Q: And the symplectic form? I expect values modulo 2.

A: `siteForm` is s and `symplectic` is w, both natural numbers. They enter only as exponents of -1, so only parity matters.

```lean
/-- The contribution `x z' + z x'` of one qubit to the symplectic form. -/
def siteForm (a b : Bool × Bool) : ℕ :=
  a.1.toNat * b.2.toNat + a.2.toNat * b.1.toNat

/-- The symplectic form `w(u,v)` of two Pauli labels, as a natural number to be read modulo 2. -/
def symplectic (u v : Fin n → Bool × Bool) : ℕ := ∑ k, siteForm (u k) (v k)
```

Q: A channel should have nonnegative weights that sum to 1.

A: In textbook use, yes. `pauliChannel` is the wider family of complex-linear maps with any real weights; probabilities are a special case.

```lean
/-- The map `M ↦ ∑ p(u) P(u) M P(u)†` with real weights `p(u)`. -/
def pauliChannel (p : (Fin n → Bool × Bool) → ℝ) :
    Module.End ℂ (Matrix (Fin n → Fin 2) (Fin n → Fin 2) ℂ) where
  toFun M := ∑ u, (p u : ℂ) • (pauliString u * M * (pauliString u)ᴴ)
  map_add' M N := by
    simp only [Matrix.mul_add, Matrix.add_mul, smul_add, Finset.sum_add_distrib]
  map_smul' c M := by
    simp only [Matrix.mul_smul, Matrix.smul_mul, Finset.smul_sum, RingHom.id_apply]
    exact Finset.sum_congr rfl fun u _ => smul_comm _ _ _
```

Q: The next definition is called `eigenvalue`. Does that assume the answer?

A: No, it is just the signed sum l(v). That it is an eigenvalue is proved later.

```lean
/-- The signed sum of weights `l(v) = ∑ p(u) (-1)^w(u,v)`. -/
def eigenvalue (p : (Fin n → Bool × Bool) → ℝ) (v : Fin n → Bool × Bool) : ℝ :=
  ∑ u, p u * (-1) ^ symplectic u v
```

Q: How does the proof obtain the sign rule?

A: `tensor_mul` expands a product of one-qubit sums into a sum over intermediate bit strings. `pauli_conj` checks all sixteen pairs of Pauli matrices entry by entry, where I used ZX = -XZ. `pauliString_conj` then collects the signs.

```lean
/-- Tensor products of operators multiply qubit by qubit. -/
theorem tensor_mul (A B : Fin n → Matrix (Fin 2) (Fin 2) ℂ) :
    tensor A * tensor B = tensor fun k => A k * B k := by
  ext i j
  simp only [tensor, Matrix.mul_apply, Matrix.of_apply]
  rw [Finset.prod_univ_sum, Fintype.piFinset_univ]
  exact Finset.sum_congr rfl fun x _ => Finset.prod_mul_distrib.symm

/-- Conjugating one Pauli matrix by another returns it up to the sign given by the
one-qubit symplectic form. -/
theorem pauli_conj (a b : Bool × Bool) :
    pauli a * pauli b * (pauli a)ᴴ = ((-1 : ℂ) ^ siteForm a b) • pauli b := by
  rcases a with ⟨_ | _, _ | _⟩ <;> rcases b with ⟨_ | _, _ | _⟩ <;> ext i j <;>
    fin_cases i <;> fin_cases j <;>
    simp [pauli, siteForm, Matrix.mul_apply, Fin.sum_univ_two, Matrix.one_apply]

/-- Conjugating a Pauli string by another multiplies it by a sign:
`P(u) P(v) P(u)† = (-1)^w(u,v) P(v)`. -/
theorem pauliString_conj (u v : Fin n → Bool × Bool) :
    pauliString u * pauliString v * (pauliString u)ᴴ
      = ((-1 : ℂ) ^ symplectic u v) • pauliString v := by
  have hstar : (pauliString u)ᴴ = tensor fun k => (pauli (u k))ᴴ := by
    ext i j
    simp [pauliString, tensor, Matrix.conjTranspose_apply]
  rw [hstar]
  simp only [pauliString, tensor_mul, pauli_conj]
  -- the signs of the single qubits collect into one global sign
  ext i j
  simp only [tensor, Matrix.of_apply, Matrix.smul_apply, smul_eq_mul,
    Finset.prod_mul_distrib, symplectic, Finset.prod_pow_eq_pow_sum]
```

A: Taking v to be the identity label makes w zero, which gives unitarity.

```lean
/-- Every Pauli string satisfies `P(u) P(u)† = 1`. -/
theorem pauliString_unitary (u : Fin n → Bool × Bool) :
    pauliString u * (pauliString u)ᴴ = 1 := by
  have h1 : pauliString (fun _ : Fin n => (false, false)) = 1 := by
    ext i j
    simp only [pauliString, tensor, pauli, Matrix.of_apply]
    by_cases h : i = j
    · subst h
      simp
    · obtain ⟨k, hk⟩ := Function.ne_iff.mp h
      rw [Matrix.one_apply_ne h]
      exact Finset.prod_eq_zero (Finset.mem_univ k) (Matrix.one_apply_ne hk)
  -- conjugate the identity string
  have h := pauliString_conj u (fun _ => (false, false))
  rw [h1] at h
  simpa [symplectic, siteForm] using h
```

A: The orthogonality proof checks the one-qubit sum by cases and factorises the full sum. If u ≠ u', some qubit contributes a zero factor.

```lean
/-- The signs `(-1)^w(u,v)` are orthogonal: summed over `v`, the product of those for `u`
and `u'` is `4^n` if `u = u'` and zero otherwise. -/
theorem sign_orthogonality (u u' : Fin n → Bool × Bool) :
    ∑ v, (-1 : ℝ) ^ symplectic u v * (-1) ^ symplectic u' v
      = if u = u' then 4 ^ n else 0 := by
  have site : ∀ a b : Bool × Bool,
      ∑ c, (-1 : ℝ) ^ siteForm a c * (-1) ^ siteForm b c = if a = b then 4 else 0 := by
    rintro ⟨_ | _, _ | _⟩ ⟨_ | _, _ | _⟩ <;>
      simp [siteForm, Fintype.sum_prod_type] <;> norm_num
  -- the sum over strings factorises into sums over single qubits
  have h : ∑ v, (-1 : ℝ) ^ symplectic u v * (-1) ^ symplectic u' v
      = ∏ k, if u k = u' k then (4 : ℝ) else 0 := by
    calc _ = ∏ k, ∑ c, (-1 : ℝ) ^ siteForm (u k) c * (-1) ^ siteForm (u' k) c := by
          rw [Finset.prod_univ_sum, Fintype.piFinset_univ]
          refine Finset.sum_congr rfl fun v _ => ?_
          simp only [symplectic, ← Finset.prod_pow_eq_pow_sum, Finset.prod_mul_distrib]
      _ = _ := Finset.prod_congr rfl fun k _ => site _ _
  rw [h]
  by_cases e : u = u'
  · subst e
    simp
  · obtain ⟨k, hk⟩ := Function.ne_iff.mp e
    rw [if_neg e]
    exact Finset.prod_eq_zero (Finset.mem_univ k) (if_neg hk)
```

Q: What does the main theorem say, exactly?

A: For every p, each `pauliString v` satisfies `HasEigenvector`, which means the eigenvalue equation and a nonzero vector; and the inversion formula holds for every u. The proof pulls the signs out of the channel sum, then swaps the two sums and applies orthogonality.

```lean
/-- For any real weights, each Pauli string `P(v)` is an eigenvector of the Pauli channel with
eigenvalue `l(v)`, and the weights are recovered as `p(u) = 4^(-n) ∑ l(v) (-1)^w(u,v)`. -/
theorem pauliChannel_spectrum (p : (Fin n → Bool × Bool) → ℝ) :
    (∀ v, Module.End.HasEigenvector (pauliChannel p) (eigenvalue p v : ℂ) (pauliString v)) ∧
    ∀ u, p u = ((4 : ℝ) ^ n)⁻¹ * ∑ v, eigenvalue p v * (-1) ^ symplectic u v := by
  constructor
  · intro v
    refine ⟨Module.End.mem_eigenspace_iff.mpr ?_, fun h0 => ?_⟩
    · change ∑ u, (p u : ℂ) • (pauliString u * pauliString v * (pauliString u)ᴴ) = _
      simp only [pauliString_conj, smul_smul, ← Finset.sum_smul]
      congr 1
      simp [eigenvalue]
    · -- a unitary matrix is not zero
      have h := pauliString_unitary v
      rw [h0, Matrix.zero_mul] at h
      exact zero_ne_one h
  · intro u
    have h : ∑ v, eigenvalue p v * (-1) ^ symplectic u v = 4 ^ n * p u := by
      simp only [eigenvalue, Finset.sum_mul]
      rw [Finset.sum_comm]
      calc _ = ∑ u', p u' * (if u' = u then (4 : ℝ) ^ n else 0) := by
            refine Finset.sum_congr rfl fun u' _ => ?_
            rw [← sign_orthogonality, Finset.mul_sum]
            exact Finset.sum_congr rfl fun v _ => mul_assoc _ _ _
        _ = _ := by simp [mul_comm]
    rw [h, inv_mul_cancel_left₀ (by positivity)]
```

Q: Would any unitary errors do?

A: No. Take one qubit and the Hadamard matrix H as the only error, with weight 1. Then HXH† = Z, so X is not an eigenvector. Unitarity of the errors alone is not enough.

Q: What follows for repeated noise?

A: m uses multiply P(v) by l(v)^m. The map also fixes its weights, because equal maps give each P(v) the same eigenvalue l(v), and the inversion formula recovers the weights from the l(v), even if some of them are zero. Setting u to the identity label shows that its weight, the no-error probability for a physical channel, is the mean of the l(v).

```lean
/-- After `m` uses of the channel the Pauli string `P(v)` is multiplied by `l(v)^m`. -/
theorem pauliChannel_iterate (p : (Fin n → Bool × Bool) → ℝ) (v : Fin n → Bool × Bool)
    (m : ℕ) :
    (pauliChannel p ^ m) (pauliString v) = (eigenvalue p v : ℂ) ^ m • pauliString v :=
  ((pauliChannel_spectrum p).1 v).pow_apply m

/-- Two Pauli channels that agree as maps have the same weights. -/
theorem pauliChannel_injective : Function.Injective (pauliChannel (n := n)) := by
  intro p q h
  have hl : ∀ v, eigenvalue p v = eigenvalue q v := by
    intro v
    have hp := (pauliChannel_spectrum p).1 v
    have hq := (pauliChannel_spectrum q).1 v
    have e : (eigenvalue p v : ℂ) • pauliString v = (eigenvalue q v : ℂ) • pauliString v := by
      rw [← hp.apply_eq_smul, ← hq.apply_eq_smul, h]
    exact Complex.ofReal_injective (smul_left_injective ℂ hp.2 e)
  funext u
  rw [(pauliChannel_spectrum p).2 u, (pauliChannel_spectrum q).2 u]
  simp only [hl]

/-- The weight of the identity string is the mean of the `4^n` numbers `l(v)`. -/
theorem identity_weight (p : (Fin n → Bool × Bool) → ℝ) :
    p (fun _ => (false, false)) = ((4 : ℝ) ^ n)⁻¹ * ∑ v, eigenvalue p v := by
  have h := (pauliChannel_spectrum p).2 (fun _ => (false, false))
  simpa [symplectic, siteForm] using h

end

end PauliChannel
```
```lean
#print axioms PauliChannel.pauliChannel_spectrum
#print axioms PauliChannel.pauliChannel_iterate
#print axioms PauliChannel.pauliChannel_injective
#print axioms PauliChannel.identity_weight
```

```
'PauliChannel.pauliChannel_spectrum' depends on axioms: [propext, Classical.choice, Quot.sound]
'PauliChannel.pauliChannel_iterate' depends on axioms: [propext, Classical.choice, Quot.sound]
'PauliChannel.pauliChannel_injective' depends on axioms: [propext, Classical.choice, Quot.sound]
'PauliChannel.identity_weight' depends on axioms: [propext, Classical.choice, Quot.sound]
```

Q: Where does my laboratory come in?

A: Through assumptions you must justify yourself: that the device's noise has this form, without cross terms P(u) M P(u')† for u ≠ u', and, for the power l(v)^m, that every use has the same weights and that errors in different uses are independent. For simulations of finitely many qubits with such noise, an error layer just multiplies each Pauli coefficient of the density matrix by its l(v).
